# Boundedness and matching fix the reaction potential of an ion in a spherical cavity in a linearised electrolyte

**Question.** Charging an ion to q at the centre of a spherical cavity of radius a, in an electrolyte with inverse screening length κ and the same permittivity ε inside and outside, takes the work −q²κ/(2ε(1 + κa)) against its reaction potential. I was taught to discard the growing exponential because the potential must vanish at infinity. Suppose I use instead that r times the potential stays bounded. Is that enough? And where does the factor 1 + κa come from, if the screening is just exp(−κr)?

**Answer.** It is enough, and it is not a weaker condition: if r times the potential is bounded, the potential vanishes at infinity at least as fast as 1/r. For ε, κ, a > 0, the field equation, this bound and matching at r = a force the outer potential φ and the constant reaction potential C in the cavity:

rφ(r) = q exp(−κ(r − a))/(ε(1 + κa))

C = −qκ/(ε(1 + κa))

The factor 1 + κa comes from the slope condition: no mobile ions enter the cavity, so the flux at its surface belongs to the whole charge q.

## From the growing mode to the charging work

Let the permittivities be εi inside and εo outside. The cavity potential is q/(εi r) + C, and outside

φ'' + (2/r)φ' = κ²φ.

Put u = rφ. Then u' = φ + rφ' and u'' = 2φ' + rφ'' = κ²u. For σ = ±κ,

(u' + σu)' = κ²u + σu' = σ(u' + σu),

so u' + σu is its value at a times exp(σ(r − a)). With A = u'(a) + κu(a) and B = u'(a) − κu(a), subtracting the two cases gives

2κu(r) = A exp(κ(r − a)) − B exp(−κ(r − a)).

Let |u| ≤ M and t = r − a ≥ 0. Since exp(κt) ≥ 1 + κt,

|A|(1 + κt) ≤ 2κM + |B|.

If A ≠ 0, the choice |A|κt = 2κM + |B| contradicts this. Hence A = 0, so u'(a) = −κu(a) and u(r) = u(a) exp(−κ(r − a)).

Continuity of the normal displacement gives εo φ'(a) = −q/a². Writing u'(a) = −κu(a) in terms of φ,

φ(a) + aφ'(a) = −κaφ(a), so φ(a) = q/(εo a(1 + κa)).

Continuity of the potential then gives

C = q/(εo a(1 + κa)) − q/(εi a).

This is linear in the charge, so integrating from 0 to q at fixed κ yields

(q²/(2a)) (1/(εo(1 + κa)) − 1/εi).

For εi = εo = ε the bracket is −κa/(ε(1 + κa)), and the work is −q²κ/(2ε(1 + κa)).

In Lean 4 with Mathlib:

```lean
import Mathlib

open Set

namespace IonInElectrolyteCavity

noncomputable section

/-- Potential inside the cavity at distance `r ≠ 0` from a point charge `q`, for permittivity
`ε ≠ 0`: the Coulomb term plus a constant reaction potential `C`. -/
def innerPotential (ε q C r : ℝ) : ℝ := q / (ε * r) + C

/-- The outer potential `φ`, with radial slope `g`, of a charge `q` in a cavity of radius `a`
(permittivity `εi`) inside an electrolyte (permittivity `εo`, inverse screening length `κ`):
it solves the radial linearised Poisson-Boltzmann equation, `r φ` is bounded, and potential and
normal displacement are continuous at the boundary. -/
structure IsIonPotential (εi εo κ a q C : ℝ) (φ g : ℝ → ℝ) : Prop where
  slope : ∀ r, a ≤ r → HasDerivWithinAt φ (g r) (Ici a) r
  screened : ∀ r, a ≤ r → HasDerivWithinAt g (κ ^ 2 * φ r - 2 / r * g r) (Ici a) r
  bounded : ∃ M, ∀ r, a ≤ r → |r * φ r| ≤ M
  match_value : φ a = innerPotential εi q C a
  match_flux : εo * g a = εi * deriv (innerPotential εi q C) a

/-- The slope of the cavity potential at `r ≠ 0` is that of the bare Coulomb potential. -/
theorem hasDerivAt_innerPotential (ε q C : ℝ) {r : ℝ} (hr : r ≠ 0) :
    HasDerivAt (innerPotential ε q C) (-q / (ε * r ^ 2)) r := by
  have hf : innerPotential ε q C = fun y => q / ε * y⁻¹ + C := by
    funext y
    simp only [innerPotential]
    ring
  rw [hf]
  exact (((hasDerivAt_inv hr).const_mul (q / ε)).add_const C).congr_deriv (by ring)

variable {εi εo ε κ a : ℝ} {u v : ℝ → ℝ}

/-- If `u' = v` and `v' = κ² u` for `r ≥ a`, then for `σ = ±κ` the combination `v + σ u` is a
pure exponential with rate `σ`. -/
theorem screened_mode {σ r : ℝ} (hσ : σ ^ 2 = κ ^ 2)
    (du : ∀ s, a ≤ s → HasDerivWithinAt u (v s) (Ici a) s)
    (dv : ∀ s, a ≤ s → HasDerivWithinAt v (κ ^ 2 * u s) (Ici a) s) (hr : a ≤ r) :
    v r + σ * u r = (v a + σ * u a) * Real.exp (σ * (r - a)) := by
  have hd : ∀ s, a ≤ s → HasDerivWithinAt
      (fun t => (v t + σ * u t) * Real.exp (-(σ * (t - a)))) 0 (Ici a) s := by
    intro s hs
    have e : HasDerivAt (fun t : ℝ => Real.exp (-(σ * (t - a))))
        (Real.exp (-(σ * (s - a))) * (-(σ * 1))) s :=
      (((hasDerivAt_id' s).sub_const a).const_mul σ).fun_neg.exp
    refine (((dv s hs).fun_add ((du s hs).const_mul σ)).fun_mul
      e.hasDerivWithinAt).congr_deriv ?_
    linear_combination (-(u s) * Real.exp (-(σ * (s - a)))) * hσ
  have hc : ContinuousOn (fun t => (v t + σ * u t) * Real.exp (-(σ * (t - a)))) (Icc a r) :=
    fun s hs => (hd s hs.1).continuousWithinAt.mono Icc_subset_Ici_self
  have h := constant_of_has_deriv_right_zero hc
    (fun s hs => (hd s hs.1).mono (Ici_subset_Ici.2 hs.1)) r ⟨hr, le_rfl⟩
  simp only [sub_self, mul_zero, neg_zero, Real.exp_zero, mul_one] at h
  rw [← h, mul_assoc, ← Real.exp_add, neg_add_cancel, Real.exp_zero, mul_one]

/-- For `κ > 0`, a bounded solution of `u'' = κ² u` on `r ≥ a` is purely decaying, and its
boundary slope is `-κ` times its boundary value. -/
theorem decaying_branch (hκ : 0 < κ)
    (du : ∀ s, a ≤ s → HasDerivWithinAt u (v s) (Ici a) s)
    (dv : ∀ s, a ≤ s → HasDerivWithinAt v (κ ^ 2 * u s) (Ici a) s)
    (hb : ∃ M, ∀ s, a ≤ s → |u s| ≤ M) :
    v a + κ * u a = 0 ∧ ∀ r, a ≤ r → u r = u a * Real.exp (-κ * (r - a)) := by
  have sol : ∀ r, a ≤ r → 2 * κ * u r = (v a + κ * u a) * Real.exp (κ * (r - a))
      - (v a - κ * u a) * Real.exp (-κ * (r - a)) := fun r hr => by
    linear_combination screened_mode rfl du dv hr - screened_mode (neg_sq κ) du dv hr
  have hA : v a + κ * u a = 0 := by
    obtain ⟨M, hM⟩ := hb
    by_contra hA
    have hp := abs_pos.mpr hA
    have hM0 : 0 ≤ M := (abs_nonneg _).trans (hM a le_rfl)
    have cancel : ∀ c K : ℝ, 0 < c → c * (K / c) = K := fun c K hc => by field_simp
    -- at this distance the growing exponential has passed the bound
    obtain ⟨t, ht0, ht⟩ : ∃ t, 0 ≤ t ∧
        |v a + κ * u a| * κ * t = 2 * κ * M + |v a - κ * u a| :=
      ⟨_, div_nonneg (by positivity) (mul_pos hp hκ).le, cancel _ _ (mul_pos hp hκ)⟩
    have h := sol (a + t) (by linarith)
    rw [add_sub_cancel_left] at h
    have h1 : (v a + κ * u a) * Real.exp (κ * t)
        = 2 * κ * u (a + t) + (v a - κ * u a) * Real.exp (-κ * t) := by linarith
    have h2 := congrArg abs h1
    rw [abs_mul, abs_of_pos (Real.exp_pos _)] at h2
    have h3 := abs_add_le (2 * κ * u (a + t)) ((v a - κ * u a) * Real.exp (-κ * t))
    have h4 : |2 * κ * u (a + t)| ≤ 2 * κ * M := by
      rw [abs_mul, abs_of_pos (by positivity : (0 : ℝ) < 2 * κ)]
      exact mul_le_mul_of_nonneg_left (hM _ (by linarith)) (by positivity)
    have h5 : |(v a - κ * u a) * Real.exp (-κ * t)| ≤ |v a - κ * u a| := by
      rw [abs_mul, abs_of_pos (Real.exp_pos _)]
      exact mul_le_of_le_one_right (abs_nonneg _)
        (Real.exp_le_one_iff.mpr (by linarith [mul_nonneg hκ.le ht0]))
    have h6 := mul_le_mul_of_nonneg_left (Real.add_one_le_exp (κ * t)) hp.le
    linarith
  refine ⟨hA, fun r hr => ?_⟩
  apply mul_left_cancel₀ (by positivity : 2 * κ ≠ 0)
  linear_combination sol r hr + (Real.exp (κ * (r - a)) - Real.exp (-κ * (r - a))) * hA

/-- For positive permittivities, `κ` and `a`, the conditions of `IsIonPotential` determine both the
reaction potential `C` and the screened potential outside. -/
theorem ion_potential_unique (hi : 0 < εi) (ho : 0 < εo) (hκ : 0 < κ) (ha : 0 < a)
    {q C : ℝ} {φ g : ℝ → ℝ} (h : IsIonPotential εi εo κ a q C φ g) :
    C = q / (εo * a * (1 + κ * a)) - q / (εi * a) ∧
    ∀ r, a ≤ r → r * φ r = q * Real.exp (-κ * (r - a)) / (εo * (1 + κ * a)) := by
  have h1 : 0 < 1 + κ * a := by positivity
  -- u = r φ obeys u'' = κ² u
  obtain ⟨hs, hdec⟩ := decaying_branch (a := a) (u := fun s => s * φ s)
    (v := fun s => φ s + s * g s) hκ
    (fun s hs => ((hasDerivAt_id' s).hasDerivWithinAt.fun_mul (h.slope s hs)).congr_deriv
      (by ring))
    (fun s hs => by
      have hs0 : s ≠ 0 := (ha.trans_le hs).ne'
      have h2 : s * (2 / s) = 2 := by field_simp
      refine ((h.slope s hs).fun_add
        ((hasDerivAt_id' s).hasDerivWithinAt.fun_mul (h.screened s hs))).congr_deriv ?_
      linear_combination (-(g s)) * h2) h.bounded
  have hs' : φ a + a * g a + κ * (a * φ a) = 0 := hs
  have hg : εo * g a * a ^ 2 = -q := by
    rw [h.match_flux, (hasDerivAt_innerPotential εi q C ha.ne').deriv]
    field_simp
  have hφ : φ a = q / (εo * a * (1 + κ * a)) := by
    rw [eq_div_iff (by positivity)]
    linear_combination εo * a * hs' - hg
  have hval : φ a = q / (εi * a) + C := h.match_value
  refine ⟨by linear_combination hφ - hval, fun r hr => ?_⟩
  have h3 : r * φ r = a * φ a * Real.exp (-κ * (r - a)) := hdec r hr
  rw [h3, hφ]
  field_simp

/-- The screened potential outside the cavity, for `r`, `εo` and `1 + κ a` nonzero. -/
def outerPotential (εo κ a q r : ℝ) : ℝ :=
  q * Real.exp (-κ * (r - a)) / (εo * (1 + κ * a) * r)

/-- For positive permittivities, `κ` and `a`, the explicit screened potential meets the field
equation, the bound and both matching conditions, for every charge `q`. -/
theorem isIonPotential_witness (hi : 0 < εi) (ho : 0 < εo) (hκ : 0 < κ) (ha : 0 < a) (q : ℝ) :
    IsIonPotential εi εo κ a q (q / (εo * a * (1 + κ * a)) - q / (εi * a))
      (outerPotential εo κ a q) (fun r => -(κ + r⁻¹) * outerPotential εo κ a q r) := by
  have h1 : 0 < 1 + κ * a := by positivity
  have dφ : ∀ s, 0 < s → HasDerivAt (outerPotential εo κ a q)
      (-(κ + s⁻¹) * outerPotential εo κ a q s) s := by
    intro s hs
    have e : HasDerivAt (fun t : ℝ => Real.exp (-κ * (t - a)))
        (Real.exp (-κ * (s - a)) * (-κ * 1)) s :=
      (((hasDerivAt_id' s).sub_const a).const_mul (-κ)).exp
    refine ((e.const_mul q).fun_div ((hasDerivAt_id' s).const_mul (εo * (1 + κ * a)))
      (by positivity)).congr_deriv ?_
    simp only [outerPotential]
    field_simp
    ring
  refine ⟨fun s hs => (dφ s (ha.trans_le hs)).hasDerivWithinAt, fun s hs => ?_,
    ⟨|q / (εo * (1 + κ * a))|, fun r hr => ?_⟩, ?_, ?_⟩
  · have hs0 : 0 < s := ha.trans_le hs
    exact ((((hasDerivAt_inv hs0.ne').const_add κ).fun_neg.fun_mul (dφ s hs0)).congr_deriv
      (by ring)).hasDerivWithinAt
  · have hr0 : 0 < r := ha.trans_le hr
    have hu : r * outerPotential εo κ a q r
        = q / (εo * (1 + κ * a)) * Real.exp (-κ * (r - a)) := by
      simp only [outerPotential]
      field_simp
    rw [hu, abs_mul, abs_of_pos (Real.exp_pos _)]
    exact mul_le_of_le_one_right (abs_nonneg _)
      (Real.exp_le_one_iff.mpr (by linarith [mul_nonneg hκ.le (sub_nonneg.mpr hr)]))
  · simp only [outerPotential, innerPotential, sub_self, mul_zero, Real.exp_zero]
    ring
  · rw [(hasDerivAt_innerPotential εi q _ ha.ne').deriv]
    simp only [outerPotential, sub_self, mul_zero, Real.exp_zero]
    field_simp
    ring

/-- Work of charging the ion from `0` to `q` against its reaction potential at fixed `κ`,
for positive permittivities, `κ` and `a`. -/
theorem charging_work (hi : 0 < εi) (ho : 0 < εo) (hκ : 0 < κ) (ha : 0 < a)
    {C : ℝ → ℝ} {φ g : ℝ → ℝ → ℝ}
    (h : ∀ t, IsIonPotential εi εo κ a t (C t) (φ t) (g t)) (q : ℝ) :
    ∫ t in (0 : ℝ)..q, C t = q ^ 2 / (2 * a) * (1 / (εo * (1 + κ * a)) - 1 / εi) := by
  have hC : ∀ t, C t = t * ((1 / (εo * (1 + κ * a)) - 1 / εi) / a) := by
    intro t
    rw [(ion_potential_unique hi ho hκ ha (h t)).1]
    generalize 1 + κ * a = b
    ring
  simp only [hC, intervalIntegral.integral_mul_const, integral_id]
  ring

/-- With one permittivity `ε > 0` inside and outside, and `κ, a > 0`: the reaction potential of
a charge `q`, and the work of charging the ion to `q` at fixed `κ`. -/
theorem debye_huckel_charging (hε : 0 < ε) (hκ : 0 < κ) (ha : 0 < a)
    {C : ℝ → ℝ} {φ g : ℝ → ℝ → ℝ}
    (h : ∀ t, IsIonPotential ε ε κ a t (C t) (φ t) (g t)) (q : ℝ) :
    C q = -(q * κ) / (ε * (1 + κ * a)) ∧
    ∫ t in (0 : ℝ)..q, C t = -(q ^ 2 * κ) / (2 * ε * (1 + κ * a)) := by
  have h1 : 0 < 1 + κ * a := by positivity
  rw [charging_work hε hε hκ ha h q, (ion_potential_unique hε hε hκ ha (h q)).1]
  constructor <;> field_simp <;> ring

end

end IonInElectrolyteCavity
```

```lean
#print axioms IonInElectrolyteCavity.ion_potential_unique
#print axioms IonInElectrolyteCavity.debye_huckel_charging
```

```
'IonInElectrolyteCavity.ion_potential_unique' depends on axioms: [propext, Classical.choice, Quot.sound]
'IonInElectrolyteCavity.debye_huckel_charging' depends on axioms: [propext, Classical.choice, Quot.sound]
```

## What the hypotheses say

`IsIonPotential` collects the physical conditions. The function `g` is the radial slope of `φ`; `slope` and `screened` state the field equation as a first-order system for r ≥ a, with one-sided derivatives at the boundary. `bounded` concerns rφ, so φ is assumed to fall off at least as fast as 1/r; its exponential decay is derived. `match_value` and `match_flux` are the two interface conditions, the latter using the actual derivative of `innerPotential`. The Coulomb term q/(εr) fixes Gaussian-type units; in SI, ε stands for 4π times the absolute permittivity.

For the work, `C`, `φ` and `g` become families indexed by the charge `t`, each member satisfying these conditions, and the integral runs over `C t`.

The model is linearised and spherically symmetric, with a central point charge and one radius for both the dielectric boundary and ion exclusion. The form of the cavity potential is assumed. So is κ, which stands for the screening strength of the mobile ions and is not derived from their concentrations. Only the charge of the central ion is varied, while the mobile ions keep theirs; charging all ions together would change κ along the way and give a different integral. Within these limits, the formulas give a reference value for testing continuum-solvation codes with electrolyte screening.

## How the lemmas carry the argument

`screened_mode` multiplies u' + σu by exp(−σ(r − a)), shows that the derivative vanishes, and concludes that the product is constant. `decaying_branch` combines the two signs with `linear_combination`, then eliminates A using the distance `t` chosen above and `Real.add_one_le_exp`.

`ion_potential_unique` applies this to u = rφ. Its step `hg` is the flux condition, `hφ` the boundary value that follows from it and the decay, and continuity of the potential then gives `C`. Conversely, `isIonPotential_witness` differentiates the explicit potential and checks every condition for each charge, so the families required for charging exist.

`charging_work` rewrites `C t` as `t` times a constant and integrates. `debye_huckel_charging` sets the permittivities equal and simplifies both the reaction potential and the work.
